# A two-site junction with hopping \(s>0\) and lead self-energies \(-it\), \(t>0\), transmits perfectly at zero energy exactly when \(s=t\)

An electron at zero energy, the on-site energy of both sites, arrives at a junction of two sites, each in contact with one lead; the two contacts are equally strong. If the contacts are very weak compared with the hopping between the sites, the electron is mostly reflected, and the same happens if they are very strong. Which contact strength lets it through without reflection?

In Lean 4 with Mathlib:

```lean
import Mathlib

open Matrix
open Complex (I)

namespace TwoSiteJunction

noncomputable section
```

## Two sites and two leads

The sites are numbered 0 and 1, as in the code; the elements written \(G_{11}\) and \(G_{12}\) in its comments are \(G_{00}\) and \(G_{01}\) here. Both on-site energies are zero, and a real hopping \(s\) connects the sites:
\[ H=\begin{pmatrix}0&s\\s&0\end{pmatrix}. \]

```lean
/-- The Hamiltonian of two sites at zero on-site energy, coupled by a real hopping `s`. -/
def hamiltonian (s : ℝ) : Matrix (Fin 2) (Fin 2) ℂ := !![0, (s : ℂ); (s : ℂ), 0]
```

The left lead enters through a self-energy \(\Sigma_L\), whose only nonzero element is \(-ia\) on site 0; the real number \(a\), positive when the lead is coupled, measures the strength of the contact. Taking it imaginary and independent of energy is the wide-band idealisation: the lead lets the electron escape but does not shift the level.

```lean
/-- The self-energy `-ia` of the left lead, acting on the first site. -/
def leftLead (a : ℝ) : Matrix (Fin 2) (Fin 2) ℂ := !![-(I * (a : ℂ)), 0; 0, 0]
```

The right lead has \(\Sigma_R\), with \(-ib\) on site 1, where \(b\) is the strength of the right contact.

```lean
/-- The self-energy `-ib` of the right lead, acting on the second site. -/
def rightLead (b : ℝ) : Matrix (Fin 2) (Fin 2) ℂ := !![0, 0; 0, -(I * (b : ℂ))]
```

The broadening \(\Gamma=i(\Sigma-\Sigma^\dagger)\) measures the escape rate. Here \(\Gamma_L=\mathrm{diag}(2a,0)\) and \(\Gamma_R=\mathrm{diag}(0,2b)\).

```lean
/-- The broadening matrix `Γ = i(Σ - Σ†)` of a lead with self-energy `Σ`. -/
def broadening (S : Matrix (Fin 2) (Fin 2) ℂ) : Matrix (Fin 2) (Fin 2) ℂ := I • (S - Sᴴ)
```

At real energy \(E\), the retarded Green function is
\[ G=(E-H-\Sigma_L-\Sigma_R)^{-1}=\begin{pmatrix}E+ia&-s\\-s&E+ib\end{pmatrix}^{-1}. \]

```lean
/-- The retarded Green function `(E - H - Σ_L - Σ_R)⁻¹` of the junction, for parameters
at which this matrix is invertible. -/
def green (E s a b : ℝ) : Matrix (Fin 2) (Fin 2) ℂ :=
  ((E : ℂ) • (1 : Matrix (Fin 2) (Fin 2) ℂ) - hamiltonian s - leftLead a - rightLead b)⁻¹
```

The transmission is defined as \(T=(2a)(2b)|G_{01}|^2\).

```lean
/-- The transmission `(2a)(2b)|G₁₂|²` from one lead to the other. -/
def transmission (E s a b : ℝ) : ℝ := 4 * a * b * ‖green E s a b 0 1‖ ^ 2
```

The reflection amplitude is the Fisher-Lee expression \(r=-1+2ia\,G_{00}\). Both expressions are taken as definitions, not derived from scattering states.

```lean
/-- The Fisher-Lee reflection amplitude `-1 + i(2a)G₁₁` at the left lead. -/
def reflection (E s a b : ℝ) : ℂ := -1 + I * (2 * (a : ℂ)) * green E s a b 0 0
```

## The inverse exists at every energy

The matrix to be inverted has determinant \(D=(E+ia)(E+ib)-s^2\).

```lean
/-- The determinant `(E + ia)(E + ib) - s²` of the inverse Green function. -/
def den (E s a b : ℝ) : ℂ := ((E : ℂ) + I * a) * ((E : ℂ) + I * b) - (s : ℂ) ^ 2
```

Separating real and imaginary parts gives \(D=(E^2-ab-s^2)+iE(a+b)\), so
\[ |D|^2=(E^2-ab-s^2)^2+E^2(a+b)^2. \]
In the proof, `linear_combination` with `Complex.I_sq` supplies \(i^2=-1\).

```lean
/-- The squared modulus of the determinant, in terms of energy, hopping and couplings. -/
theorem norm_sq_den (E s a b : ℝ) :
    ‖den E s a b‖ ^ 2 = (E ^ 2 - a * b - s ^ 2) ^ 2 + E ^ 2 * (a + b) ^ 2 := by
  have h : den E s a b
      = ((E ^ 2 - a * b - s ^ 2 : ℝ) : ℂ) + ((E * (a + b) : ℝ) : ℂ) * I := by
    unfold den
    push_cast
    linear_combination ((a : ℂ) * b) * Complex.I_sq
  rw [Complex.sq_norm, h, Complex.normSq_add_mul_I]
  ring
```

Let \(a,b>0\). At \(E=0\) this is \((ab+s^2)^2>0\); otherwise the second square is positive.

```lean
/-- With both leads coupled (`a, b > 0`), the squared modulus of the determinant is positive
at every real energy. -/
theorem den_pos (E s : ℝ) {a b : ℝ} (ha : 0 < a) (hb : 0 < b) :
    0 < (E ^ 2 - a * b - s ^ 2) ^ 2 + E ^ 2 * (a + b) ^ 2 := by
  by_cases hE : E = 0
  · have h : (E ^ 2 - a * b - s ^ 2) ^ 2 + E ^ 2 * (a + b) ^ 2 = (a * b + s ^ 2) ^ 2 := by
      rw [hE]; ring
    rw [h]
    positivity
  · have h : 0 < E ^ 2 * (a + b) ^ 2 := by positivity
    exact add_pos_of_nonneg_of_pos (sq_nonneg _) h
```

Hence \(D\neq0\), and the adjugate gives
\[ G=\frac1D\begin{pmatrix}E+ib&s\\s&E+ia\end{pmatrix}. \]
The proof multiplies the original matrix by this candidate, entry by entry, and finds the identity.

```lean
/-- For `a, b > 0` the determinant is nonzero, and the Green function is the explicit matrix below
divided by it. -/
theorem green_eq (E s : ℝ) {a b : ℝ} (ha : 0 < a) (hb : 0 < b) :
    den E s a b ≠ 0 ∧ green E s a b =
      (den E s a b)⁻¹ • !![(E : ℂ) + I * b, (s : ℂ); (s : ℂ), (E : ℂ) + I * a] := by
  have hD : den E s a b ≠ 0 := by
    intro h
    have p := den_pos E s ha hb
    rw [← norm_sq_den, h] at p
    simp at p
  refine ⟨hD, ?_⟩
  unfold green
  apply Matrix.inv_eq_right_inv
  -- the matrix times its adjugate is the determinant
  have h : ((E : ℂ) • (1 : Matrix (Fin 2) (Fin 2) ℂ) - hamiltonian s - leftLead a
      - rightLead b) * !![(E : ℂ) + I * b, (s : ℂ); (s : ℂ), (E : ℂ) + I * a]
      = den E s a b • (1 : Matrix (Fin 2) (Fin 2) ℂ) := by
    ext i j
    fin_cases i <;> fin_cases j <;>
      simp [hamiltonian, leftLead, rightLead, den, Matrix.mul_apply, Fin.sum_univ_two] <;> ring
  rw [Matrix.mul_smul, h, smul_smul, inv_mul_cancel₀ hD, one_smul]
```

## The Caroli trace and the transmission

Since each broadening has a single nonzero element, one term of the trace survives:
\[ \mathrm{Tr}(\Gamma_L G\Gamma_R G^\dagger)=2a\,G_{01}\,2b\,G_{01}^*=T. \]
This is the Caroli expression evaluated for this junction; its derivation from a theory of the current is not attempted. The identity holds for any matrix \(G\), which is why the proof replaces the Green function by an arbitrary one with `generalize`.

```lean
/-- The Caroli formula: the trace `Tr(Γ_L G Γ_R G†)` equals the transmission
`(2a)(2b)|G₁₂|²`. -/
theorem caroli (E s a b : ℝ) :
    (broadening (leftLead a) * green E s a b * broadening (rightLead b)
      * (green E s a b)ᴴ).trace = (transmission E s a b : ℂ) := by
  have hL : broadening (leftLead a) = !![2 * (a : ℂ), 0; 0, 0] := by
    ext i j
    fin_cases i <;> fin_cases j <;> simp [broadening, leftLead]
    linear_combination (-2 * (a : ℂ)) * Complex.I_sq
  have hR : broadening (rightLead b) = !![0, 0; 0, 2 * (b : ℂ)] := by
    ext i j
    fin_cases i <;> fin_cases j <;> simp [broadening, rightLead]
    linear_combination (-2 * (b : ℂ)) * Complex.I_sq
  rw [hL, hR]
  unfold transmission
  generalize green E s a b = G
  -- only the matrix element between the two contacted sites survives
  simp only [Matrix.trace_fin_two, Matrix.mul_apply, Fin.sum_univ_two,
    Matrix.conjTranspose_apply]
  simp [RCLike.star_def]
  linear_combination (4 * (a : ℂ) * b) * Complex.mul_conj' (G 0 1)
```

Inserting \(G_{01}=s/D\) gives
\[ T=\frac{4ab\,s^2}{|D|^2}. \]

```lean
/-- The transmission at energy `E` for lead couplings `a, b > 0`. -/
theorem transmission_eq (E s : ℝ) {a b : ℝ} (ha : 0 < a) (hb : 0 < b) :
    transmission E s a b = 4 * a * b * s ^ 2 /
      ((E ^ 2 - a * b - s ^ 2) ^ 2 + E ^ 2 * (a + b) ^ 2) := by
  have h : green E s a b 0 1 = (den E s a b)⁻¹ * (s : ℂ) := by
    rw [(green_eq E s ha hb).2]; simp
  rw [transmission, h, norm_mul, norm_inv, mul_pow, inv_pow, norm_sq_den,
    Complex.norm_real, Real.norm_eq_abs, sq_abs, div_eq_mul_inv]
  ring
```

## What is not transmitted is reflected

With \(G_{00}=(E+ib)/D\),
\[ r=\frac{-D+2ia(E+ib)}{D}=\frac{-(E^2+ab-s^2)+iE(a-b)}{D}. \]
The squared modulus of the numerator is \((E^2+ab-s^2)^2+E^2(a-b)^2\). Subtracting it from \(|D|^2\) leaves
\[ -4ab(E^2-s^2)+4abE^2=4ab\,s^2, \]
the numerator of \(T\). Therefore \(|r|^2+T=1\). In the code, `hr` is the formula for \(r\), and the final `ring` checks the subtraction.

```lean
/-- Current conservation: for `a, b > 0` the reflection and transmission probabilities
add up to one. -/
theorem reflection_add_transmission (E s : ℝ) {a b : ℝ} (ha : 0 < a) (hb : 0 < b) :
    ‖reflection E s a b‖ ^ 2 + transmission E s a b = 1 := by
  obtain ⟨hD, hG⟩ := green_eq E s ha hb
  have h0 : green E s a b 0 0 = (den E s a b)⁻¹ * ((E : ℂ) + I * b) := by
    rw [hG]; simp
  have hi := inv_mul_cancel₀ hD
  have hd : den E s a b = ((E : ℂ) + I * a) * ((E : ℂ) + I * b) - (s : ℂ) ^ 2 := rfl
  -- the reflection amplitude over the common denominator
  have hr : reflection E s a b = (((-(E ^ 2 + a * b - s ^ 2) : ℝ) : ℂ)
      + ((E * (a - b) : ℝ) : ℂ) * I) / den E s a b := by
    rw [eq_div_iff hD, reflection, h0]
    push_cast
    linear_combination (2 * I * a * ((E : ℂ) + I * b)) * hi - hd
      + ((a : ℂ) * b) * Complex.I_sq
  rw [transmission_eq E s ha hb, hr, norm_div, div_pow, norm_sq_den, Complex.sq_norm,
    Complex.normSq_add_mul_I, ← add_div, div_eq_one_iff_eq (den_pos E s ha hb).ne']
  ring
```

Perfect transmission means that both squares in the numerator of \(|r|^2\) vanish: \(E^2+ab=s^2\), and either \(E=0\) or \(a=b\). The proof obtains the same sum of squares directly from \(T=1\).

```lean
/-- For `a, b > 0` the transmission is perfect exactly when `E² + ab = s²` and, in addition,
the energy is zero or the two couplings are equal. -/
theorem transmission_eq_one_iff (E s : ℝ) {a b : ℝ} (ha : 0 < a) (hb : 0 < b) :
    transmission E s a b = 1 ↔ E ^ 2 + a * b = s ^ 2 ∧ (E = 0 ∨ a = b) := by
  rw [transmission_eq E s ha hb, div_eq_one_iff_eq (den_pos E s ha hb).ne']
  constructor
  · intro h
    -- the missing transmission is a sum of two squares
    have k : (E ^ 2 + a * b - s ^ 2) ^ 2 + (E * (a - b)) ^ 2 = 0 := by
      linear_combination -h
    have h1 : E ^ 2 + a * b - s ^ 2 = 0 := by
      apply pow_eq_zero_iff two_ne_zero |>.mp
      linarith [sq_nonneg (E ^ 2 + a * b - s ^ 2), sq_nonneg (E * (a - b))]
    have h2 : E * (a - b) = 0 := by
      apply pow_eq_zero_iff two_ne_zero |>.mp
      linarith [sq_nonneg (E ^ 2 + a * b - s ^ 2), sq_nonneg (E * (a - b))]
    exact ⟨by linarith, (mul_eq_zero.mp h2).imp_right sub_eq_zero.mp⟩
  · rintro ⟨h, h0⟩
    have h2 : E * (a - b) = 0 := by
      rcases h0 with h0 | h0 <;> simp [h0]
    linear_combination (-(E ^ 2 + a * b - s ^ 2)) * h - (E * (a - b)) * h2
```

## Equal contacts at zero energy

Set \(E=0\) and \(a=b=t\). Then \(G=(-H+it\,\mathbf 1)^{-1}\), where \(\mathbf 1\) is the identity matrix, \(|D|^2=(t^2+s^2)^2\), and
\[ (2t)^2|G_{01}|^2=\frac{4t^2s^2}{(t^2+s^2)^2}\le1. \]
The bound follows from \(|r|^2\ge0\). Equality requires \(s^2=t^2\), which for positive \(s\) and \(t\) means \(s=t\).

The theorem states these three facts for all real `s` and `t` satisfying `hs` and `ht`. Its proof first identifies the matrix `G` with `green 0 s t t`, then applies the general results. For this non-interacting two-site model, they provide closed-form values for testing a Green-function transport code.

```lean
/-- At zero energy, with hopping `s > 0` and equal lead self-energies `-it`, `t > 0`, the
transmission is `4t²s²/(t² + s²)²`; it is at most one, and equals one exactly when `s = t`. -/
theorem symmetric_junction {s t : ℝ} (hs : 0 < s) (ht : 0 < t) :
    let G := (-hamiltonian s + (I * (t : ℂ)) • (1 : Matrix (Fin 2) (Fin 2) ℂ))⁻¹
    (2 * t) ^ 2 * ‖G 0 1‖ ^ 2 = 4 * t ^ 2 * s ^ 2 / (t ^ 2 + s ^ 2) ^ 2 ∧
    (2 * t) ^ 2 * ‖G 0 1‖ ^ 2 ≤ 1 ∧
    ((2 * t) ^ 2 * ‖G 0 1‖ ^ 2 = 1 ↔ s = t) := by
  intro G
  have hG : G = green 0 s t t := by
    unfold green
    change (_)⁻¹ = (_)⁻¹
    congr 1
    ext i j
    fin_cases i <;> fin_cases j <;> simp [hamiltonian, leftLead, rightLead]
  have hT : (2 * t) ^ 2 * ‖G 0 1‖ ^ 2 = transmission 0 s t t := by
    rw [hG, transmission]; ring
  rw [hT]
  refine ⟨?_, ?_, ?_⟩
  · rw [transmission_eq 0 s ht ht]
    congr 1 <;> ring
  · -- the bound is current conservation
    linarith [reflection_add_transmission 0 s ht ht, sq_nonneg ‖reflection 0 s t t‖]
  · rw [transmission_eq_one_iff 0 s ht ht]
    constructor
    · rintro ⟨h, _⟩
      have h' : (s - t) * (s + t) = 0 := by linear_combination -h
      rcases mul_eq_zero.mp h' with h1 | h1 <;> linarith
    · intro h
      exact ⟨by rw [h]; ring, Or.inl rfl⟩

end

end TwoSiteJunction
```

```lean
#print axioms TwoSiteJunction.caroli
#print axioms TwoSiteJunction.symmetric_junction
```

```
'TwoSiteJunction.caroli' depends on axioms: [propext, Classical.choice, Quot.sound]
'TwoSiteJunction.symmetric_junction' depends on axioms: [propext, Classical.choice, Quot.sound]
```

## A hopping of the opposite sign

Take \(s=-1\) and \(t=1\). Then \(D=-2\) and \(G_{01}=1/2\), so the transmission is \(4\cdot\tfrac14=1\) although \(s\neq t\). For \(t>0\) the equivalence fails exactly at \(s=-t\), a case that the hypothesis \(s>0\) excludes; the value \(s=0\) would do no harm, since it gives zero transmission. For negative hopping the matching condition is \(|s|=t\), because the transmission depends on \(s\) only through \(s^2\).
